# With positive overlaps along all paths, the constrained-path energy estimator equals the mixed energy estimator in the mean propagated state

To read an energy off a constrained path Monte Carlo run, one averages the local energy over the walkers with their weights and divides by the mean weight. If every state that the walk could reach without the constraint has positive overlap with the trial state, the ratio of the two expectations is exactly the mixed estimator of the energy in the state that the propagator, averaged over the auxiliary fields, produces from the starting walker.

```lean
import Mathlib

open Matrix

namespace ConstrainedPathMonteCarlo

noncomputable section

variable {X n : Type*} [Fintype X] [Fintype n] [DecidableEq n]

/-- Overlap of a walker with the trial state `T`. -/
def overlap (T φ : n → ℝ) : ℝ := T ⬝ᵥ φ

/-- The constrained guide function: the overlap where it is positive, and zero elsewhere. -/
def guide (T φ : n → ℝ) : ℝ := if 0 < overlap T φ then overlap T φ else 0

/-- The factor `n(φ)` that normalizes the importance-sampled step and multiplies the weight,
for walkers of nonzero overlap. -/
def growth (p : X → ℝ) (B : X → Matrix n n ℝ) (T φ : n → ℝ) : ℝ :=
  (∑ x, p x * guide T (B x *ᵥ φ)) / overlap T φ

/-- Probability of drawing the field `x` from the walker `φ`, for nonzero overlap and nonzero
growth factor; a walker with zero growth factor has no successor and gets the value zero. -/
def stepProb (p : X → ℝ) (B : X → Matrix n n ℝ) (T φ : n → ℝ) (x : X) : ℝ :=
  p x * guide T (B x *ᵥ φ) / (overlap T φ * growth p B T φ)

/-- Expectation of `F(weight, state)` after `k` steps of the constrained random walk that starts
with weight `w` in the state `φ`; a walk that ends early for lack of a successor counts as zero. -/
def walkMean (p : X → ℝ) (B : X → Matrix n n ℝ) (T : n → ℝ) (F : ℝ → (n → ℝ) → ℝ) :
    ℕ → ℝ → (n → ℝ) → ℝ
  | 0, w, φ => F w φ
  | k + 1, w, φ =>
      ∑ x, stepProb p B T φ x * walkMean p B T F k (w * growth p B T φ) (B x *ᵥ φ)

/-- Sum of `g(final state)` over the `k`-step paths that keep a positive overlap at every
step, each path weighted by its original probability. -/
def survivorSum (p : X → ℝ) (B : X → Matrix n n ℝ) (T : n → ℝ) (g : (n → ℝ) → ℝ) :
    ℕ → (n → ℝ) → ℝ
  | 0, φ => g φ
  | k + 1, φ =>
      ∑ x, if 0 < overlap T (B x *ᵥ φ) then p x * survivorSum p B T g k (B x *ᵥ φ) else 0

/-- All states reached from `φ` within `k` steps of nonzero probability, `φ` included, have
positive overlap with `T`. -/
def PathsPositive (p : X → ℝ) (B : X → Matrix n n ℝ) (T : n → ℝ) : ℕ → (n → ℝ) → Prop
  | 0, φ => 0 < overlap T φ
  | k + 1, φ => 0 < overlap T φ ∧ ∀ x, 0 < p x → PathsPositive p B T k (B x *ᵥ φ)

/-- The mean one-step propagator. -/
def meanStep (p : X → ℝ) (B : X → Matrix n n ℝ) : Matrix n n ℝ := ∑ x, p x • B x

/-- The local energy `⟨T, Hφ⟩ / ⟨T, φ⟩`, for walkers of nonzero overlap. -/
def localEnergy (T : n → ℝ) (H : Matrix n n ℝ) (φ : n → ℝ) : ℝ :=
  T ⬝ᵥ (H *ᵥ φ) / overlap T φ

variable {p : X → ℝ} {B : X → Matrix n n ℝ} {T : n → ℝ}

omit [DecidableEq n] in
lemma guide_nonneg (T φ : n → ℝ) : 0 ≤ guide T φ := by
  unfold guide
  split_ifs with h
  · exact h.le
  · exact le_rfl

omit [Fintype X] [DecidableEq n] in
lemma PathsPositive.start {k : ℕ} {φ : n → ℝ} (h : PathsPositive p B T k φ) :
    0 < overlap T φ := by
  cases k with
  | zero => exact h
  | succ k => exact h.1

omit [DecidableEq n] in
/-- For a walker of positive overlap, if some field of nonzero probability leads to a state of
positive overlap, the importance-sampled step probabilities are nonnegative and sum to one. -/
theorem stepProb_isProbability (hp : ∀ x, 0 ≤ p x) {φ : n → ℝ} (hφ : 0 < overlap T φ)
    (hx : ∃ x, 0 < p x ∧ 0 < overlap T (B x *ᵥ φ)) :
    (∀ x, 0 ≤ stepProb p B T φ x) ∧ ∑ x, stepProb p B T φ x = 1 := by
  have hterm : ∀ y ∈ Finset.univ, 0 ≤ p y * guide T (B y *ᵥ φ) :=
    fun y _ => mul_nonneg (hp y) (guide_nonneg _ _)
  have hS : 0 < ∑ y, p y * guide T (B y *ᵥ φ) := by
    obtain ⟨x, hpx, hox⟩ := hx
    refine Finset.sum_pos' hterm ⟨x, Finset.mem_univ x, ?_⟩
    rw [guide, if_pos hox]
    exact mul_pos hpx hox
  have hden : overlap T φ * growth p B T φ = ∑ y, p y * guide T (B y *ᵥ φ) := by
    rw [growth, mul_div_cancel₀ _ hφ.ne']
  constructor
  · intro x
    rw [stepProb, hden]
    exact div_nonneg (hterm x (Finset.mem_univ x)) hS.le
  · simp only [stepProb, hden]
    rw [← Finset.sum_div, div_self hS.ne']

omit [DecidableEq n] in
/-- Step probability times growth factor is the original probability times the ratio of the
new guide function to the old overlap. -/
theorem stepProb_mul_growth (hp : ∀ x, 0 ≤ p x) {φ : n → ℝ} (hφ : 0 < overlap T φ) (x : X) :
    stepProb p B T φ x * growth p B T φ = p x * guide T (B x *ᵥ φ) / overlap T φ := by
  have hO := hφ.ne'
  by_cases h : growth p B T φ = 0
  · -- no successor survives, so every term of the normalizing sum vanishes
    have hs : ∑ y, p y * guide T (B y *ᵥ φ) = 0 := by
      unfold growth at h
      exact (div_eq_zero_iff.mp h).resolve_right hO
    have hx := (Finset.sum_eq_zero_iff_of_nonneg
      (fun y _ => mul_nonneg (hp y) (guide_nonneg T (B y *ᵥ φ)))).mp hs x (Finset.mem_univ x)
    rw [h, mul_zero, hx, zero_div]
  · rw [stepProb]
    field_simp

omit [DecidableEq n] in
/-- From a state of positive overlap, the expectation of weight times `f` is the starting weight
times the sum of `g = f · overlap` over surviving paths, divided by the initial overlap. -/
theorem walkMean_eq_survivorSum (hp : ∀ x, 0 ≤ p x) {f g : (n → ℝ) → ℝ}
    (hfg : ∀ ψ, 0 < overlap T ψ → f ψ * overlap T ψ = g ψ) (k : ℕ) (w : ℝ) (φ : n → ℝ)
    (hφ : 0 < overlap T φ) :
    walkMean p B T (fun w ψ => w * f ψ) k w φ
      = w * survivorSum p B T g k φ / overlap T φ := by
  have hO := hφ.ne'
  induction k generalizing w φ with
  | zero =>
    simp only [walkMean, survivorSum]
    rw [← hfg φ hφ, ← mul_assoc, mul_div_cancel_right₀ _ hO]
  | succ k ih =>
    simp only [walkMean, survivorSum]
    rw [Finset.mul_sum, Finset.sum_div]
    refine Finset.sum_congr rfl fun x _ => ?_
    by_cases hx : 0 < overlap T (B x *ᵥ φ)
    · -- the new overlap cancels between sampling probability and estimator
      have key := stepProb_mul_growth (B := B) hp hφ x
      rw [guide, if_pos hx] at key
      have hO' := hx.ne'
      rw [ih _ _ hx hO', if_pos hx]
      calc _ = (stepProb p B T φ x * growth p B T φ)
            * (w * survivorSum p B T g k (B x *ᵥ φ) / overlap T (B x *ᵥ φ)) := by ring
        _ = _ := by
          rw [key]
          field_simp
    · have hq : stepProb p B T φ x = 0 := by simp [stepProb, guide, hx]
      rw [hq, if_neg hx, zero_mul, mul_zero, zero_div]

/-- One step of mean propagation is the average over the auxiliary field. -/
lemma propagate_succ (A : Matrix n n ℝ) (k : ℕ) (φ : n → ℝ) :
    T ⬝ᵥ (A *ᵥ (meanStep p B ^ (k + 1) *ᵥ φ))
      = ∑ x, p x * (T ⬝ᵥ (A *ᵥ (meanStep p B ^ k *ᵥ (B x *ᵥ φ)))) := by
  have hlin : ∀ u : n → ℝ,
      u ⬝ᵥ (meanStep p B *ᵥ φ) = ∑ x, p x * (u ⬝ᵥ (B x *ᵥ φ)) := by
    intro u
    simp only [meanStep, dotProduct, Matrix.mulVec, Matrix.sum_apply, Matrix.smul_apply,
      smul_eq_mul, Finset.sum_mul, Finset.mul_sum]
    symm
    rw [Finset.sum_comm]
    refine Finset.sum_congr rfl fun i _ => ?_
    rw [Finset.sum_comm]
    exact Finset.sum_congr rfl fun j _ => Finset.sum_congr rfl fun x _ => by ring
  have hu : ∀ ψ : n → ℝ, T ⬝ᵥ (A *ᵥ (meanStep p B ^ k *ᵥ ψ))
      = (T ᵥ* (A * meanStep p B ^ k)) ⬝ᵥ ψ := by
    intro ψ
    rw [Matrix.mulVec_mulVec, Matrix.dotProduct_mulVec]
  rw [pow_succ, ← Matrix.mulVec_mulVec, hu, hlin]
  simp only [hu]

/-- If all paths of nonzero probability keep a positive overlap, the sum of `⟨T, Aψ⟩` over the final
states `ψ` of the surviving paths, weighted by their original probabilities, is `⟨T, Aψ⟩` evaluated
at the mean propagated state. -/
theorem survivorSum_eq_propagation (hp : ∀ x, 0 ≤ p x) (A : Matrix n n ℝ) (k : ℕ)
    (φ : n → ℝ) (hpos : PathsPositive p B T k φ) :
    survivorSum p B T (fun ψ => T ⬝ᵥ (A *ᵥ ψ)) k φ
      = T ⬝ᵥ (A *ᵥ (meanStep p B ^ k *ᵥ φ)) := by
  induction k generalizing φ with
  | zero => simp [survivorSum]
  | succ k ih =>
    rw [propagate_succ]
    simp only [survivorSum]
    refine Finset.sum_congr rfl fun x _ => ?_
    rcases (hp x).eq_or_lt with h | h
    · simp [← h]
    · have hx := hpos.2 x h
      rw [if_pos hx.start, ih _ hx]

/-- If all reachable overlaps are positive, so is the overlap of the mean propagated state. -/
theorem propagated_overlap_pos (hp : ∀ x, 0 ≤ p x) (hsum : ∑ x, p x = 1) (k : ℕ)
    (φ : n → ℝ) (hpos : PathsPositive p B T k φ) :
    0 < T ⬝ᵥ (meanStep p B ^ k *ᵥ φ) := by
  induction k generalizing φ with
  | zero => simpa [overlap] using hpos.start
  | succ k ih =>
    have h := propagate_succ (p := p) (B := B) (T := T) 1 k φ
    simp only [Matrix.one_mulVec] at h
    rw [h]
    -- normalization supplies a field of nonzero probability
    have hex : ∃ x, 0 < p x := by
      by_contra hne
      push Not at hne
      have := Finset.sum_nonpos (s := Finset.univ) fun x _ => hne x
      linarith
    obtain ⟨x, hx⟩ := hex
    refine Finset.sum_pos' (fun y _ => ?_)
      ⟨x, Finset.mem_univ x, mul_pos hx (ih _ (hpos.2 x hx))⟩
    rcases (hp y).eq_or_lt with h0 | h0
    · simp [← h0]
    · exact (mul_pos h0 (ih _ (hpos.2 y h0))).le

/-- With positive overlaps along all paths, the mean weight after `k` steps from weight 1 is the
overlap of the mean propagated state divided by the initial overlap. -/
theorem mean_weight (hp : ∀ x, 0 ≤ p x) (k : ℕ) (φ : n → ℝ)
    (hpos : PathsPositive p B T k φ) :
    walkMean p B T (fun w _ => w) k 1 φ
      = T ⬝ᵥ (meanStep p B ^ k *ᵥ φ) / overlap T φ := by
  have h := walkMean_eq_survivorSum (B := B) (T := T) hp (f := fun _ => 1)
    (g := fun ψ => T ⬝ᵥ ((1 : Matrix n n ℝ) *ᵥ ψ))
    (fun ψ _ => by simp [overlap]) k 1 φ hpos.start
  rw [survivorSum_eq_propagation hp 1 k φ hpos] at h
  simpa only [mul_one, one_mul, Matrix.one_mulVec] using h

/-- With positive overlaps along all paths, the weighted average of the local energy after `k`
steps is the mixed estimator of `H` in the mean propagated state, whose denominator is
positive. -/
theorem mixed_estimator (hp : ∀ x, 0 ≤ p x) (hsum : ∑ x, p x = 1) (H : Matrix n n ℝ)
    (k : ℕ) (φ : n → ℝ) (hpos : PathsPositive p B T k φ) :
    0 < T ⬝ᵥ (meanStep p B ^ k *ᵥ φ) ∧
    walkMean p B T (fun w ψ => w * localEnergy T H ψ) k 1 φ
        / walkMean p B T (fun w _ => w) k 1 φ
      = T ⬝ᵥ (H *ᵥ (meanStep p B ^ k *ᵥ φ)) / T ⬝ᵥ (meanStep p B ^ k *ᵥ φ) := by
  have hD := propagated_overlap_pos hp hsum k φ hpos
  refine ⟨hD, ?_⟩
  have hE := walkMean_eq_survivorSum (B := B) (T := T) hp (f := localEnergy T H)
    (g := fun ψ => T ⬝ᵥ (H *ᵥ ψ))
    (fun ψ hψ => by rw [localEnergy, div_mul_cancel₀ _ hψ.ne']) k 1 φ hpos.start
  rw [hE, survivorSum_eq_propagation hp H k φ hpos, mean_weight hp k φ hpos, one_mul,
    div_div_div_cancel_right₀ hpos.start.ne']

/-- Two propagators, the second of which turns the overlap of `(1,0)` with itself negative. -/
def crossingStep : Fin 2 → Matrix (Fin 2) (Fin 2) ℝ :=
  ![!![3, 0; 0, 3], !![-1, 0; 1, -1]]

/-- For two equally likely fields, one of which makes the overlap negative, the constrained
walk has mean weight `3/2` and weighted local energy `0` after one step, while the mean
propagator gives overlap `1` and energy numerator `1/2`. -/
theorem constraint_bias_example :
    walkMean (fun _ => 1 / 2) crossingStep ![1, 0] (fun w _ => w) 1 1 ![1, 0] = 3 / 2 ∧
    walkMean (fun _ => 1 / 2) crossingStep ![1, 0]
      (fun w ψ => w * localEnergy ![1, 0] !![0, 1; 1, 0] ψ) 1 1 ![1, 0] = 0 ∧
    ![1, 0] ⬝ᵥ (meanStep (fun _ => 1 / 2) crossingStep *ᵥ ![1, 0]) = 1 ∧
    ![1, 0] ⬝ᵥ (!![0, 1; 1, 0] *ᵥ (meanStep (fun _ => 1 / 2) crossingStep *ᵥ ![1, 0]))
      = 1 / 2 := by
  refine ⟨?_, ?_, ?_, ?_⟩ <;>
    norm_num [walkMean, stepProb, growth, guide, overlap, localEnergy, meanStep, crossingStep,
      Matrix.mulVec, dotProduct, Fin.sum_univ_two]

end

end ConstrainedPathMonteCarlo
```

```lean
#print axioms ConstrainedPathMonteCarlo.stepProb_isProbability
-- 'ConstrainedPathMonteCarlo.stepProb_isProbability' depends on axioms: [propext, Classical.choice, Quot.sound]
#print axioms ConstrainedPathMonteCarlo.mixed_estimator
-- 'ConstrainedPathMonteCarlo.mixed_estimator' depends on axioms: [propext, Classical.choice, Quot.sound]
#print axioms ConstrainedPathMonteCarlo.constraint_bias_example
-- 'ConstrainedPathMonteCarlo.constraint_bias_example' depends on axioms: [propext, Classical.choice, Quot.sound]
```

## Walkers, fields and the overlap condition

A walker is a real vector $\varphi$ with components labelled by the finite type `n` (unrelated to the growth factor $n(\varphi)$ below), and $T$ is the trial state. An auxiliary field $x$ from the finite type `X` has probability $p(x)$ and acts through the real matrix $B(x)$. For lattice electrons, $\varphi$ is the many-body vector of a Slater determinant. The file takes general vectors and doesn't use the determinant structure.

The overlap is $O(\varphi)=\langle T,\varphi\rangle$, and the guide function $G(\varphi)$ equals $O(\varphi)$ where that is positive and zero elsewhere. The growth factor and the step probability, `growth` and `stepProb`, are

$$n(\varphi)=\frac{\sum_x p(x)\,G(B(x)\varphi)}{O(\varphi)},\qquad q(x)=\frac{p(x)\,G(B(x)\varphi)}{O(\varphi)\,n(\varphi)}.$$

A field that would make the overlap zero or negative is therefore never drawn. The function `walkMean` is the expectation of a function of weight and state after $k$ steps, defined by recursion: draw $x$ with probability $q(x)$, multiply the weight by $n(\varphi)$, and continue from $B(x)\varphi$. A walker without surviving successors contributes zero to later averages.

Write $\bar B=\sum_x p(x)B(x)$ for `meanStep` and $E_{\rm loc}(\varphi)=\langle T,H\varphi\rangle/O(\varphi)$ for `localEnergy`. The theorem `mixed_estimator` starts one walker in $\varphi$ with weight 1 and states that

$$\frac{\mathbb E[w\,E_{\rm loc}]}{\mathbb E[w]}=\frac{\langle T,H\bar B^k\varphi\rangle}{\langle T,\bar B^k\varphi\rangle},\qquad \langle T,\bar B^k\varphi\rangle>0.$$

Its hypotheses are that $p$ is a probability distribution and that `PathsPositive` holds: $\varphi$ and all states reached from it within $k$ steps of nonzero probability have positive overlap. Physically, no path touches or crosses the surface $O=0$, so the constraint never acts. This is assumed of the model and not derived from a Hamiltonian. The constraint is meant for calculations in which paths do reach or cross that surface, and the theorem doesn't cover those.

The matrix $H$ is arbitrary and needs no relation to $\bar B$. In an application $\bar B$ approximates a short imaginary-time propagator, and the time-step error of that approximation stays in the result. Continuous fields, complex overlaps, population control and the statistical error of a finite sample are not treated.

## Why the overlaps cancel

For a walker of positive overlap, $O(\varphi)\,n(\varphi)=\sum_x p(x)G(B(x)\varphi)$, so the $q(x)$ are nonnegative and sum to one whenever some successor survives. Multiplying by the growth factor gives

$$q(x)\,n(\varphi)=p(x)\,\frac{G(B(x)\varphi)}{O(\varphi)}.$$

If $n(\varphi)=0$, every term of the nonnegative sum vanishes and both sides are zero.

Now let $f$ and $g$ satisfy $f(\psi)\,O(\psi)=g(\psi)$ wherever $O(\psi)>0$. Let $S_k(\varphi)$ be the sum of $g$ over the final states of all $k$-step paths that keep a positive overlap, each weighted by its original probability. For a walker of positive overlap and starting weight $w$, the expectation of weight times $f$ after $k$ steps is

$$M_k(w,\varphi)=\frac{w\,S_k(\varphi)}{O(\varphi)}.$$

For $k=0$ this is $w f(\varphi)=w g(\varphi)/O(\varphi)$. For the next step, only fields with $O(B(x)\varphi)>0$ contribute. With both sums restricted to these fields,

$$M_{k+1}(w,\varphi)=\sum_x q(x)\,\frac{w\,n(\varphi)\,S_k(B(x)\varphi)}{O(B(x)\varphi)}
=\frac{w}{O(\varphi)}\sum_x p(x)\,S_k(B(x)\varphi)=\frac{w\,S_{k+1}(\varphi)}{O(\varphi)}.$$

The new overlap has cancelled between the sampling probability and the estimator. Only the starting overlap had to be positive, so in this finite, real-valued model importance sampling adds no bias to these expectations; any deviation from the mean propagation comes from the removed paths.

If all reachable overlaps are positive, no path of nonzero probability is removed. For $g(\psi)=\langle T,A\psi\rangle$ with a matrix $A$, linearity then gives, by induction,

$$S_{k+1}(\varphi)=\sum_x p(x)\,\langle T,A\bar B^k B(x)\varphi\rangle=\langle T,A\bar B^{k+1}\varphi\rangle.$$

The choice $A=1$, $f=1$ yields $\mathbb E[w]=\langle T,\bar B^k\varphi\rangle/O(\varphi)$, and $A=H$, $f=E_{\rm loc}$ yields $\mathbb E[wE_{\rm loc}]=\langle T,H\bar B^k\varphi\rangle/O(\varphi)$. In the ratio $O(\varphi)$ drops out. The denominator is positive because the same recursion writes it as a sum of nonnegative terms, at least one of them positive since $p$ sums to one.

## The same steps in Lean

`stepProb_isProbability` proves the normalization of $q$, and `stepProb_mul_growth` proves the product formula, with a case split on whether the growth factor vanishes.

`walkMean_eq_survivorSum` is the first induction. It generalizes over `w` and `φ`, because both change at each step. For a surviving field, the `calc` block groups $q(x)$ with $n(\varphi)$, inserts the product formula, and `field_simp` cancels the overlap. For a removed field, the step probability is zero.

`propagate_succ` supplies the linearity by exchanging finite sums. `survivorSum_eq_propagation` uses it in the second induction, where fields with $p(x)=0$ are handled separately because `PathsPositive` says nothing about them. `propagated_overlap_pos` proves the positivity, `mean_weight` takes $A=1$, and `mixed_estimator` takes $A=H$ and divides.

## One removed path changes the ratio from 1/2 to 0

In `constraint_bias_example`, $T=\varphi=(1,0)$ and two fields have probability $1/2$ each. The first leads to $(3,0)$, the second to $(-1,1)$, whose overlap is $-1$. The constraint removes the second, so the mean weight is $3/2$. With $H$ exchanging the two components, the local energy at $(3,0)$ is zero, and so is the constrained estimate.

The mean propagator gives $\bar B\varphi=(1,1/2)$, with overlap $1$ and energy numerator $1/2$, hence a mixed estimator of $1/2$. The matrices are chosen for simple arithmetic: $\bar B$ is not symmetric, so it is not the imaginary-time propagator of a real symmetric Hamiltonian. Lean evaluates the four averages and overlaps by unfolding the definitions with `norm_num`.
